# The two formal partial derivatives of a two-variable polynomial commute

The lemma `pderiv_swap` says that for a polynomial `p` in two commuting variables, with coefficients in any field `K`, differentiating by the second variable and then the first gives the same polynomial as differentiating in the opposite order. The derivatives are formal, so no limits are involved, and the statement is pure algebra: it contains no state, Hamiltonian or temperature. The proof takes the commutator of the two derivatives, which is itself a derivation, and aims to show that it is zero by checking it on the variables alone. Applying that zero derivation to `p` then gives the equality.

The first attempt, which Lean rejects:

```lean
import Mathlib

open Finset MvPolynomial

namespace BosonicKMSWick

noncomputable section

variable {K R : Type*} [Field K] [Ring R] [Algebra K R]

lemma pderiv_swap (p : MvPolynomial (Fin 2) K) :
    pderiv 0 (pderiv 1 p) = pderiv 1 (pderiv 0 p) := by
  have h : ⁅(pderiv 0 : Derivation K (MvPolynomial (Fin 2) K) (MvPolynomial (Fin 2) K)),
      pderiv 1⁆ = 0 := by
    refine derivation_ext fun i => ?_
    rw [Derivation.commutator_apply]
    fin_cases i <;> simp [pderiv_X, Pi.single_apply]
  have h2 := DFunLike.congr_fun h p
  rw [Derivation.commutator_apply] at h2
  exact sub_eq_zero.mp h2

end

end BosonicKMSWick
```

Compiling this gives:

```
Main.lean:14:6: error: typeclass instance problem is stuck
  CommSemiring ?m.52

Note: Lean will not try to resolve this typeclass instance problem because the type argument to `CommSemiring` is a metavariable. This argument must be fully determined before Lean will try to resolve the typeclass.

Hint: Adding type annotations and supplying implicit arguments to functions can give Lean more information for typeclass resolution. For example, if you have a variable `x` that you intend to be a `Nat`, but Lean reports it as having an unresolved type like `?m`, replacing `x` with `(x : Nat)` can get typeclass resolution un-stuck.
```

The error points to `pderiv 1`, the second entry of the bracket in `h`. Lean needs a `CommSemiring` instance for the coefficients of that derivative, but it doesn't yet know what the coefficient type is, so the search is stuck.

The type written on `pderiv 0` does not help, because Mathlib's bracket `⁅x, y⁆` allows its two entries to have different types. The result has the type of the second entry, and the `0` on the right-hand side carries no type of its own, so nothing settles what `pderiv 1` acts on.

The repair writes the full `Derivation` type on `pderiv 1` as well. This fixes the coefficients as `K` and the variables as `Fin 2`, and the instance can be found.

The other change, dropping `Pi.single_apply` from the `simp` call, is mere tidying: the message does not concern it, and the repaired proof compiles without it.

This version goes through:

```diff
@@ -12,8 +12,8 @@
     pderiv 0 (pderiv 1 p) = pderiv 1 (pderiv 0 p) := by
   have h : ⁅(pderiv 0 : Derivation K (MvPolynomial (Fin 2) K) (MvPolynomial (Fin 2) K)),
-      pderiv 1⁆ = 0 := by
+      (pderiv 1 : Derivation K (MvPolynomial (Fin 2) K) (MvPolynomial (Fin 2) K))⁆ = 0 := by
     refine derivation_ext fun i => ?_
     rw [Derivation.commutator_apply]
-    fin_cases i <;> simp [pderiv_X, Pi.single_apply]
+    fin_cases i <;> simp [pderiv_X]
   have h2 := DFunLike.congr_fun h p
   rw [Derivation.commutator_apply] at h2
```
